# Projection onto a small-component basis never raises the kinetic energy

Suppose σ·p turns a normalised large component v into a vector with components (a, b) along two orthonormal directions, and the small-component basis contains only the first direction. In atomic units the exact non-relativistic kinetic energy is (|a|² + |b|²)/2, but the basis represents only |a|²/2. The missing |b|²/2 is never negative, and it vanishes only when b = 0. The same holds for any linear map and any subspace with an orthogonal projection.

```lean
import Mathlib

open scoped InnerProductSpace

namespace KineticBalance

noncomputable section

variable {V W : Type*} [NormedAddCommGroup V] [InnerProductSpace ℂ V]
  [NormedAddCommGroup W] [InnerProductSpace ℂ W]
```

V holds the large components and W the small ones. Both are complex inner-product spaces, of finite or infinite dimension. Lean's `inner ℂ x y` is ⟨x, y⟩, conjugate-linear in the first slot.

```lean
/-- The exact kinetic energy `‖P v‖² / 2` of a large component `v`, in atomic units,
where `P` stands for `σ·p`. -/
def kineticEnergy (P : V →ₗ[ℂ] W) (v : V) : ℝ := ‖P v‖ ^ 2 / 2
```

The linear map P stands for σ·p. Since (σ·p)² = p², ‖Pv‖²/2 is the usual non-relativistic kinetic energy expectation value when ‖v‖ = 1; for other v, divide by ‖v‖². P is defined on all of V, so for the differential operator V must be a space of square-integrable functions whose first derivatives are square-integrable too.

```lean
/-- The kinetic energy `Re ⟨P v, Q P v⟩ / 2` represented in a small-component space `K`,
where `Q` is the orthogonal projection onto `K`. -/
def basisKineticEnergy (P : V →ₗ[ℂ] W) (K : Submodule ℂ W) [K.HasOrthogonalProjection]
    (v : V) : ℝ := (inner ℂ (P v) (K.starProjection (P v))).re / 2
```

K is the span of the small-component basis, and `K.starProjection` is the orthogonal projection Q onto it. The bracketed hypothesis says that this projection exists, as it does for every finite basis. Below, x = Pv.

```lean
/-- The quadratic form of the free Dirac Hamiltonian, with the rest energy subtracted,
at large component `v` and small component `s`. -/
def diracForm (c : ℝ) (P : V →ₗ[ℂ] W) (v : V) (s : W) : ℝ :=
  2 * c * (inner ℂ (P v) s).re - 2 * c ^ 2 * ‖s‖ ^ 2
```

With the rest energy subtracted, the free Dirac Hamiltonian has blocks 0 and cσ·p in the first row, cσ·p and −2c² in the second. Its quadratic form at (v, s) is

D(s) = 2c Re⟨x, s⟩ − 2c²‖s‖².

There is no external potential, and the form is not divided by ‖v‖² + ‖s‖².

```lean
/-- A vector and its projection onto `K` have the same overlap with every element of `K`. -/
theorem inner_eq_inner_projection (K : Submodule ℂ W) [K.HasOrthogonalProjection]
    (x : W) {s : W} (hs : s ∈ K) :
    inner ℂ x s = inner ℂ (K.starProjection x) s := by
  have h : inner ℂ s (x - K.starProjection x) = 0 :=
    (K.mem_orthogonal _).1 (K.sub_starProjection_mem_orthogonal x) s hs
  rw [inner_sub_right, sub_eq_zero] at h
  rw [← inner_conj_symm x s, h, inner_conj_symm]
```

In a theorem, the hypotheses stand before the colon that lies outside all brackets, the claim after it, and the proof after `:=`. Here s lies in K. The residual x − Qx is orthogonal to K, so ⟨s, x⟩ = ⟨s, Qx⟩. Conjugating gives ⟨x, s⟩ = ⟨Qx, s⟩. The tactic `rw` performs these substitutions.

```lean
/-- The represented kinetic energy is half the squared norm of the projection of `P v`. -/
theorem basisKineticEnergy_eq (P : V →ₗ[ℂ] W) (K : Submodule ℂ W)
    [K.HasOrthogonalProjection] (v : V) :
    basisKineticEnergy P K v = ‖K.starProjection (P v)‖ ^ 2 / 2 := by
  have h : (inner ℂ (K.starProjection (P v)) (K.starProjection (P v))).re
      = ‖K.starProjection (P v)‖ ^ 2 := inner_self_eq_norm_sq (𝕜 := ℂ) _
  unfold basisKineticEnergy
  rw [inner_eq_inner_projection K (P v) (K.starProjection_apply_mem (P v)), h]
```

Take s = Qx in the previous result:

⟨x, Qx⟩ = ⟨Qx, Qx⟩ = ‖Qx‖².

Halving the real part gives the claim.

```lean
/-- The kinetic energy missing from the basis is half the squared norm of the part of `P v`
that the small-component space does not contain. -/
theorem kineticEnergy_deficit (P : V →ₗ[ℂ] W) (K : Submodule ℂ W)
    [K.HasOrthogonalProjection] (v : V) :
    kineticEnergy P v - basisKineticEnergy P K v
      = ‖P v - K.starProjection (P v)‖ ^ 2 / 2 := by
  have h : ‖P v - K.starProjection (P v)‖ ^ 2 = ‖P v‖ ^ 2
      - 2 * (inner ℂ (P v) (K.starProjection (P v))).re
      + ‖K.starProjection (P v)‖ ^ 2 := norm_sub_sq (𝕜 := ℂ) _ _
  have hq := basisKineticEnergy_eq P K v
  unfold basisKineticEnergy at hq ⊢
  unfold kineticEnergy
  linarith
```

Expand the square and use the last identity:

‖x − Qx‖² = ‖x‖² − 2 Re⟨x, Qx⟩ + ‖Qx‖² = ‖x‖² − Re⟨x, Qx⟩.

Half of this is the exact energy minus the represented one. In the proof, `h` is the expansion, `hq` is the identity, and `linarith` does the linear arithmetic.

```lean
/-- A small-component basis never overestimates the kinetic energy, and it is exact for `v`
exactly when the projection leaves `P v` unchanged. -/
theorem basisKineticEnergy_le_and_eq_iff (P : V →ₗ[ℂ] W) (K : Submodule ℂ W)
    [K.HasOrthogonalProjection] (v : V) :
    basisKineticEnergy P K v ≤ kineticEnergy P v ∧
      (basisKineticEnergy P K v = kineticEnergy P v ↔ K.starProjection (P v) = P v) := by
  have h := kineticEnergy_deficit P K v
  refine ⟨?_, ?_, ?_⟩
  · have := sq_nonneg ‖P v - K.starProjection (P v)‖
    linarith
  · intro he
    -- no deficit means no residual
    have h0 : ‖P v - K.starProjection (P v)‖ ^ 2 = 0 := by linarith
    exact (sub_eq_zero.1 (norm_eq_zero.1 (pow_eq_zero_iff two_ne_zero |>.1 h0))).symm
  · intro he
    rw [he, sub_self, norm_zero] at h
    linarith
```

The deficit is half a square, so it is non-negative. It is zero exactly when x − Qx = 0, that is, QPv = Pv. Multiplied by two, the inequality reads Re⟨Pv, QPv⟩ ≤ ‖Pv‖². The three parts of the proof are the bound and the two directions of the equivalence.

```lean
/-- Kinetic balance: the kinetic energy is exact for every `v` in a large-component space `L`
exactly when the small-component space contains the image of `L` under `P`. -/
theorem exact_on_iff_kinetic_balance (P : V →ₗ[ℂ] W) (L : Submodule ℂ V)
    (K : Submodule ℂ W) [K.HasOrthogonalProjection] :
    (∀ v ∈ L, basisKineticEnergy P K v = kineticEnergy P v) ↔ L.map P ≤ K := by
  rw [Submodule.map_le_iff_le_comap]
  constructor
  · intro h v hv
    have hp := (basisKineticEnergy_le_and_eq_iff P K v).2.1 (h v hv)
    have hm := K.starProjection_apply_mem (P v)
    rw [hp] at hm
    exact hm
  · intro h v hv
    have hm : P v ∈ K := h hv
    exact (basisKineticEnergy_le_and_eq_iff P K v).2.2
      (Submodule.starProjection_eq_self_iff.2 hm)
```

L is the space of large components in use, and `L.map P` is its image under P. A vector equals its projection exactly when it lies in K, so all kinetic energies on L are exact if and only if Pv ∈ K for every v in L. This is the kinetic balance condition. It bears on the choice of small-component basis in four-component electronic-structure calculations, here for the kinetic energy of a single free particle.

```lean
/-- The represented kinetic energy vanishes exactly when `P v` is orthogonal to the
small-component space. -/
theorem basisKineticEnergy_eq_zero_iff (P : V →ₗ[ℂ] W) (K : Submodule ℂ W)
    [K.HasOrthogonalProjection] (v : V) :
    basisKineticEnergy P K v = 0 ↔ P v ∈ Kᗮ := by
  constructor
  · intro h
    rw [basisKineticEnergy_eq] at h
    have h0 : ‖K.starProjection (P v)‖ ^ 2 = 0 := by linarith
    have hq := norm_eq_zero.1 (pow_eq_zero_iff two_ne_zero |>.1 h0)
    have hm := K.sub_starProjection_mem_orthogonal (P v)
    rwa [hq, sub_zero] at hm
  · intro h
    have h0 : inner ℂ (P v) (K.starProjection (P v)) = 0 :=
      (K.mem_orthogonal' _).1 h _ (K.starProjection_apply_mem (P v))
    simp [basisKineticEnergy, h0]
```

If the represented energy is zero, then ‖Qx‖² = 0, so x = x − Qx is orthogonal to K. Conversely, if x is orthogonal to K, then ⟨x, Qx⟩ = 0 because Qx lies in K. A badly chosen basis can thus lose all the kinetic energy of a moving particle.

```lean
/-- For a small component `s` in `K`, the free Dirac form is the represented kinetic energy
minus half the squared distance between `2 c s` and the projection of `P v`. -/
theorem diracForm_complete_square (c : ℝ) (P : V →ₗ[ℂ] W) (K : Submodule ℂ W)
    [K.HasOrthogonalProjection] (v : V) {s : W} (hs : s ∈ K) :
    diracForm c P v s = basisKineticEnergy P K v
      - ‖K.starProjection (P v) - ((2 * c : ℝ) : ℂ) • s‖ ^ 2 / 2 := by
  have h : ‖K.starProjection (P v) - ((2 * c : ℝ) : ℂ) • s‖ ^ 2
      = ‖K.starProjection (P v)‖ ^ 2
        - 2 * (inner ℂ (K.starProjection (P v)) (((2 * c : ℝ) : ℂ) • s)).re
        + ‖((2 * c : ℝ) : ℂ) • s‖ ^ 2 := norm_sub_sq (𝕜 := ℂ) _ _
  rw [inner_smul_right, Complex.re_ofReal_mul, norm_smul, Complex.norm_real,
    Real.norm_eq_abs, mul_pow, sq_abs] at h
  rw [basisKineticEnergy_eq, h, diracForm, inner_eq_inner_projection K (P v) hs]
  ring
```

For s in K, expand

‖Qx − 2cs‖² = ‖Qx‖² − 4c Re⟨Qx, s⟩ + 4c²‖s‖².

Subtract half of this from ‖Qx‖²/2 and replace ⟨Qx, s⟩ by ⟨x, s⟩:

‖Qx‖²/2 − ‖Qx − 2cs‖²/2 = 2c Re⟨x, s⟩ − 2c²‖s‖² = D(s).

The final `ring` checks this algebra.

```lean
/-- For nonzero `c`, the maximum of the free Dirac form over small components in `K` is
the kinetic energy represented in `K`. -/
theorem isGreatest_diracForm {c : ℝ} (hc : c ≠ 0) (P : V →ₗ[ℂ] W) (K : Submodule ℂ W)
    [K.HasOrthogonalProjection] (v : V) :
    IsGreatest {E : ℝ | ∃ s ∈ K, diracForm c P v s = E} (basisKineticEnergy P K v) := by
  constructor
  · -- the optimal small component is the projection of `P v` divided by `2 c`
    have hs : (((2 * c)⁻¹ : ℝ) : ℂ) • K.starProjection (P v) ∈ K :=
      K.smul_mem _ (K.starProjection_apply_mem (P v))
    refine ⟨_, hs, ?_⟩
    have h2 : 2 * c ≠ 0 := mul_ne_zero two_ne_zero hc
    rw [diracForm_complete_square c P K v hs, smul_smul, ← Complex.ofReal_mul,
      mul_inv_cancel₀ h2, Complex.ofReal_one, one_smul, sub_self, norm_zero]
    ring
  · rintro E ⟨s, hs, rfl⟩
    rw [diracForm_complete_square c P K v hs]
    have := sq_nonneg ‖K.starProjection (P v) - ((2 * c : ℝ) : ℂ) • s‖
    linarith
```

`IsGreatest` says that the number is a value of D on K and that no other value exceeds it. The subtracted square is non-negative, which gives the upper bound. It vanishes at s = Qx/(2c), which lies in K, so the bound is attained. This s solves the projected lower Dirac equation when the energy is neglected against 2c²; the maximum is therefore the non-relativistic kinetic energy in the basis, and in general not a Dirac eigenvalue.

```lean
/-- Enlarging the small-component space never lowers the represented kinetic energy. -/
theorem basisKineticEnergy_mono (P : V →ₗ[ℂ] W) {K K' : Submodule ℂ W}
    [K.HasOrthogonalProjection] [K'.HasOrthogonalProjection] (h : K ≤ K') (v : V) :
    basisKineticEnergy P K v ≤ basisKineticEnergy P K' v := by
  -- the maximiser in `K` is a trial small component in `K'`
  obtain ⟨s, hs, he⟩ := (isGreatest_diracForm one_ne_zero P K v).1
  exact (isGreatest_diracForm one_ne_zero P K' v).2 ⟨s, h hs, he⟩

end

end KineticBalance
```

If K ⊆ K′, the maximiser in K is also a trial small component in K′, so the maximum over K′ is at least as large. The represented kinetic energy does not depend on c, and the proof sets c = 1. For a fixed large component, adding small-component functions can only raise the represented kinetic energy or leave it unchanged.

```lean
#print axioms KineticBalance.basisKineticEnergy_le_and_eq_iff
#print axioms KineticBalance.exact_on_iff_kinetic_balance
#print axioms KineticBalance.basisKineticEnergy_eq_zero_iff
#print axioms KineticBalance.basisKineticEnergy_mono
```

```
'KineticBalance.basisKineticEnergy_le_and_eq_iff' depends on axioms: [propext, Classical.choice, Quot.sound]
'KineticBalance.exact_on_iff_kinetic_balance' depends on axioms: [propext, Classical.choice, Quot.sound]
'KineticBalance.basisKineticEnergy_eq_zero_iff' depends on axioms: [propext, Classical.choice, Quot.sound]
'KineticBalance.basisKineticEnergy_mono' depends on axioms: [propext, Classical.choice, Quot.sound]
```
